# McWeeny purification never raises the entropy of occupations between 0 and 1

## Purifying a trial density matrix

In a linear-scaling electronic structure calculation, a trial one-particle density matrix P, written in an orthonormal basis and with eigenvalues between 0 and 1, can usually be brought close to idempotency by replacing it with

3P² − 2P³

and repeating the replacement. The step is meant to remove fractional occupations: in a mean-field description at zero temperature, with a gap at the chemical potential, each one-electron state is either filled or empty. One wants to know whether every step makes progress, and when it fails to.

The matrix P is Hermitian, and its eigenvalues are the occupations of its natural orbitals. The new matrix is a polynomial in P, so every eigenvector of P is also an eigenvector of the new matrix, and an occupation x becomes

f(x) = 3x² − 2x³.

The fractional character of x can be measured by the entropy of a state that is filled with probability x and empty with probability 1 − x,

s(x) = −x ln x − (1 − x) ln(1 − x), with 0 ln 0 = 0,

in units of Boltzmann's constant. It vanishes at x = 0 and x = 1 and has its maximum, ln 2, at x = 1/2. Summed over all states, it is the entropy of electrons that fill the states independently of each other with these probabilities. Below, a "level" is a single spin orbital, which holds at most one electron; a degenerate energy level counts once for each of its states.

## What one step and many steps do

For x in [0,1], one purification step satisfies

s(f(x)) ≤ s(x),

with equality if and only if x is 0, 1/2 or 1.

For finitely many levels with occupations nᵢ in [0,1], it follows that

Σᵢ s(f(nᵢ)) ≤ Σᵢ s(nᵢ),

with equality if and only if every nᵢ is 0, 1/2 or 1.

Write xₖ for the occupation after k steps, with x₀ = x in [0,1]. Then s(xₖ) tends to 0 as k grows if and only if x ≠ 1/2.

For occupations in [0,1], the total entropy is thus a quantity that purification can only lower or leave alone. A constant entropy does not by itself show that P is idempotent, because a level at exactly 1/2 also stays where it is. That point is unstable, since f′(1/2) = 3/2, so a small deviation from 1/2 grows, at first by a factor of about 3/2 per step.

## One step, derived from the symmetry between particles and holes

Exchanging filled and empty replaces x by 1 − x. The entropy is unchanged, because its two terms trade places:

s(1 − x) = s(x).

The purification map respects the exchange:

f(1 − x) = (1 − x)²(3 − 2(1 − x))
= (1 − 2x + x²)(1 + 2x)
= 1 − 3x² + 2x³
= 1 − f(x).

It is therefore enough to study occupations up to 1/2. Let 0 < x < 1/2. The occupation goes down, since

x − f(x) = x − 3x² + 2x³ = x(1 − x)(1 − 2x) > 0,

and it does not become negative, since

f(x) = x²(3 − 2x) ≥ 0.

So 0 ≤ f(x) < x < 1/2. On the open interval from 0 to 1/2 the entropy has the derivative

s′(x) = −ln x − 1 + ln(1 − x) + 1 = ln((1 − x)/x) > 0,

and it is continuous at both ends, because x ln x tends to 0 as x tends to 0 from above. It is therefore strictly increasing on [0,1/2], and s(f(x)) < s(x).

If 1/2 < x < 1, the hole occupation 1 − x lies between 0 and 1/2, and

s(f(x)) = s(1 − f(x)) = s(f(1 − x)) < s(1 − x) = s(x).

Three occupations remain, and all of them are fixed points:

f(0) = 0, f(1/2) = 3/4 − 1/4 = 1/2, f(1) = 3 − 2 = 1.

At these the entropy is unchanged, which completes the equality case.

For several levels, add the inequalities. Each difference s(nᵢ) − s(f(nᵢ)) is nonnegative, so the sum of the differences is zero only if each of them is zero.

## Many steps, derived from a geometric bound

Let 0 ≤ x ≤ 1/2 and define the reduction factor

q(x) = x(3 − 2x), so that f(x) = q(x) x.

The factor does not exceed one:

1 − q(x) = 1 − 3x + 2x² = (1 − x)(1 − 2x) ≥ 0.

It also does not grow when the occupation shrinks. For 0 ≤ y ≤ x ≤ 1/2,

q(x) − q(y) = (x − y)(3 − 2(x + y)) ≥ 0,

because x + y ≤ 1. Suppose that after k steps 0 ≤ xₖ ≤ x and xₖ ≤ q(x)ᵏ x, which is true for k = 0. Then

xₖ₊₁ = q(xₖ) xₖ ≤ q(x) xₖ ≤ q(x)ᵏ⁺¹ x,

and xₖ₊₁ is nonnegative and at most xₖ, hence at most x. By induction the bounds hold for every k.

If x < 1/2, then q(x) < 1, so xₖ tends to 0, and by continuity s(xₖ) tends to s(0) = 0. If x > 1/2, the same argument applies to the hole occupation 1 − x, whose entropy equals that of the level at every step. If x = 1/2, then xₖ = 1/2 for all k, and the entropy stays at ln 2, which is not zero.

## Reading the Lean statements

The map f is `mcweeny` and the entropy s is `occEntropy`. Both are defined for every real number; the physical range enters through the hypothesis `x ∈ Icc (0 : ℝ) 1`, which says 0 ≤ x ≤ 1. Lean sets `Real.log 0` to 0, but the convention 0 ln 0 = 0 would come out for any value there, since the logarithm is multiplied by zero.

The theorem `occEntropy_mcweeny_le` is the one-level result: its first part is the inequality, its second the equality condition. In `total_entropy_mcweeny_le` the levels are labelled by a finite type `ι`, and `n i` is the occupation of level i. No ordering of the levels and no particular electron number is assumed.

The expression `mcweeny^[k] x` means k applications of the map to x, the xₖ of the derivation. In `entropy_tendsto_zero_iff`, the statement `Tendsto ... atTop (𝓝 0)` says that the entropy converges to 0 as k goes to infinity.

The theorems speak about occupations and not about matrices. The link to a calculation is the spectral step used at the start, that the eigenvalues of 3P² − 2P³ are f(nᵢ). With sparse storage, matrix elements are discarded between steps; this perturbs the eigenvalues and can push some of them slightly outside [0,1]. The inequality applies to a purification step only if the eigenvalues before it lie in [0,1], and it says nothing about the truncation itself. The statements also say nothing about the trace: purification can change the electron number, since levels below 1/2 are emptied and levels above 1/2 are filled.

## The complete Lean file

```lean
import Mathlib

open Filter Topology Set

namespace McWeenyEntropy

/-- The McWeeny purification map `3x² - 2x³` acting on a single occupation number. -/
def mcweeny (x : ℝ) : ℝ := 3 * x ^ 2 - 2 * x ^ 3

/-- The occupation entropy `-x ln x - (1-x) ln (1-x)` of a level with occupation `x` in `[0,1]`,
with the convention `0 ln 0 = 0`. -/
noncomputable def occEntropy (x : ℝ) : ℝ :=
  -x * Real.log x - (1 - x) * Real.log (1 - x)

/-- The occupation entropy is the binary entropy function of Mathlib. -/
theorem occEntropy_eq_binEntropy : occEntropy = Real.binEntropy := by
  funext x
  simp only [occEntropy, Real.binEntropy, Real.log_inv]
  ring

/-- Particle-hole symmetry of the entropy: a level and its hole have the same entropy. -/
theorem occEntropy_one_sub (x : ℝ) : occEntropy (1 - x) = occEntropy x := by
  unfold occEntropy
  rw [sub_sub_cancel]
  ring

/-- Particle-hole symmetry of purification, for any number `k` of steps: purifying the hole
occupation `1 - x` gives the hole of the purified occupation. -/
theorem mcweeny_iterate_one_sub (x : ℝ) (k : ℕ) :
    mcweeny^[k] (1 - x) = 1 - mcweeny^[k] x := by
  induction k with
  | zero => rfl
  | succ k ih =>
    rw [Function.iterate_succ_apply', Function.iterate_succ_apply', ih]
    unfold mcweeny
    ring

/-- One purification step strictly lowers the entropy of a fractional occupation `0 < x < 1`
other than `1/2`. -/
theorem occEntropy_mcweeny_lt {x : ℝ} (h0 : 0 < x) (h1 : x < 1) (hne : x ≠ 1 / 2) :
    occEntropy (mcweeny x) < occEntropy x := by
  -- below half filling the occupation decreases, and the entropy increases with occupation
  have key : ∀ y : ℝ, 0 < y → y < 1 / 2 → occEntropy (mcweeny y) < occEntropy y := by
    intro y hy0 hy
    have hpos : 0 ≤ mcweeny y := by
      have h : mcweeny y = y ^ 2 * (3 - 2 * y) := by unfold mcweeny; ring
      rw [h]
      exact mul_nonneg (sq_nonneg y) (by linarith)
    have hlt : mcweeny y < y := by
      have h : y - mcweeny y = y * (1 - y) * (1 - 2 * y) := by unfold mcweeny; ring
      have h' : 0 < y * (1 - y) * (1 - 2 * y) :=
        mul_pos (mul_pos hy0 (by linarith)) (by linarith)
      linarith
    rw [occEntropy_eq_binEntropy]
    exact Real.binEntropy_strictMonoOn ⟨hpos, by linarith⟩ ⟨hy0.le, by linarith⟩ hlt
  rcases lt_or_gt_of_ne hne with h | h
  · exact key x h0 h
  · -- above half filling, pass to the hole
    have hk := key (1 - x) (by linarith) (by linarith)
    have hs : mcweeny (1 - x) = 1 - mcweeny x := mcweeny_iterate_one_sub x 1
    rwa [hs, occEntropy_one_sub, occEntropy_one_sub] at hk

/-- McWeeny purification never raises the entropy of an occupation `x` in `[0,1]`, and leaves it
unchanged exactly when `x` is `0`, `1/2` or `1`. -/
theorem occEntropy_mcweeny_le {x : ℝ} (hx : x ∈ Icc (0 : ℝ) 1) :
    occEntropy (mcweeny x) ≤ occEntropy x ∧
      (occEntropy (mcweeny x) = occEntropy x ↔ x = 0 ∨ x = 1 / 2 ∨ x = 1) := by
  -- the three exceptional occupations are fixed points of the map
  have hfix : (x = 0 ∨ x = 1 / 2 ∨ x = 1) → occEntropy (mcweeny x) = occEntropy x := by
    intro h
    apply congrArg occEntropy
    rcases h with h | h | h <;> rw [h] <;> norm_num [mcweeny]
  by_cases h : x = 0 ∨ x = 1 / 2 ∨ x = 1
  · exact ⟨(hfix h).le, fun _ => h, hfix⟩
  · have hlt : occEntropy (mcweeny x) < occEntropy x :=
      occEntropy_mcweeny_lt (lt_of_le_of_ne hx.1 fun e => h (Or.inl e.symm))
        (lt_of_le_of_ne hx.2 fun e => h (Or.inr (Or.inr e)))
        (fun e => h (Or.inr (Or.inl e)))
    exact ⟨hlt.le, fun e => absurd e hlt.ne, hfix⟩

/-- For finitely many levels with occupations in `[0,1]`, purification never raises the total
entropy, and leaves it unchanged exactly when every occupation is `0`, `1/2` or `1`. -/
theorem total_entropy_mcweeny_le {ι : Type*} [Fintype ι] (n : ι → ℝ)
    (hn : ∀ i, n i ∈ Icc (0 : ℝ) 1) :
    ∑ i, occEntropy (mcweeny (n i)) ≤ ∑ i, occEntropy (n i) ∧
      (∑ i, occEntropy (mcweeny (n i)) = ∑ i, occEntropy (n i) ↔
        ∀ i, n i = 0 ∨ n i = 1 / 2 ∨ n i = 1) := by
  refine ⟨Finset.sum_le_sum fun i _ => (occEntropy_mcweeny_le (hn i)).1, ?_⟩
  rw [Finset.sum_eq_sum_iff_of_le fun i _ => (occEntropy_mcweeny_le (hn i)).1]
  exact ⟨fun h i => (occEntropy_mcweeny_le (hn i)).2.1 (h i (Finset.mem_univ i)),
    fun h i _ => (occEntropy_mcweeny_le (hn i)).2.2 (h i)⟩

/-- Starting from an occupation `0 ≤ x ≤ 1/2`, the occupation after `k` purification steps is
nonnegative, at most `x`, and at most `(x(3-2x))^k x`. -/
theorem mcweeny_iterate_le {x : ℝ} (hx0 : 0 ≤ x) (hx : x ≤ 1 / 2) (k : ℕ) :
    0 ≤ mcweeny^[k] x ∧ mcweeny^[k] x ≤ x ∧
      mcweeny^[k] x ≤ (x * (3 - 2 * x)) ^ k * x := by
  induction k with
  | zero => simp [hx0]
  | succ k ih =>
    rw [Function.iterate_succ_apply']
    obtain ⟨h0, h1, h2⟩ := ih
    generalize mcweeny^[k] x = y at h0 h1 h2 ⊢
    have hq0 : 0 ≤ x * (3 - 2 * x) := mul_nonneg hx0 (by linarith)
    have hq1 : x * (3 - 2 * x) ≤ 1 := by
      nlinarith [mul_nonneg (show 0 ≤ 1 - x by linarith) (show 0 ≤ 1 - 2 * x by linarith)]
    -- the reduction factor only improves as the occupation shrinks
    have hqy : y * (3 - 2 * y) ≤ x * (3 - 2 * x) := by
      nlinarith [mul_nonneg (sub_nonneg.2 h1) (show 0 ≤ 3 - 2 * (x + y) by linarith)]
    have hf : mcweeny y = y * (3 - 2 * y) * y := by unfold mcweeny; ring
    have hstep : mcweeny y ≤ x * (3 - 2 * x) * y := by
      rw [hf]
      exact mul_le_mul_of_nonneg_right hqy h0
    refine ⟨?_, hstep.trans ((mul_le_of_le_one_left h0 hq1).trans h1), ?_⟩
    · rw [hf]
      exact mul_nonneg (mul_nonneg h0 (by linarith)) h0
    · calc mcweeny y ≤ x * (3 - 2 * x) * y := hstep
        _ ≤ x * (3 - 2 * x) * ((x * (3 - 2 * x)) ^ k * x) :=
          mul_le_mul_of_nonneg_left h2 hq0
        _ = (x * (3 - 2 * x)) ^ (k + 1) * x := by rw [pow_succ']; ring

/-- Under repeated purification the entropy of a level with initial occupation `x` in `[0,1]`
tends to zero if and only if `x` is not `1/2`. -/
theorem entropy_tendsto_zero_iff {x : ℝ} (hx : x ∈ Icc (0 : ℝ) 1) :
    Tendsto (fun k : ℕ => occEntropy (mcweeny^[k] x)) atTop (𝓝 0) ↔ x ≠ 1 / 2 := by
  -- below half filling the occupation itself tends to zero
  have key : ∀ y : ℝ, 0 ≤ y → y < 1 / 2 →
      Tendsto (fun k : ℕ => occEntropy (mcweeny^[k] y)) atTop (𝓝 0) := by
    intro y hy0 hy
    have hq0 : 0 ≤ y * (3 - 2 * y) := mul_nonneg hy0 (by linarith)
    have hq1 : y * (3 - 2 * y) < 1 := by
      nlinarith [mul_pos (show 0 < 1 - y by linarith) (show 0 < 1 - 2 * y by linarith)]
    have hgeo := (tendsto_pow_atTop_nhds_zero_of_lt_one hq0 hq1).mul_const y
    rw [zero_mul] at hgeo
    have hlim : Tendsto (fun k : ℕ => mcweeny^[k] y) atTop (𝓝 0) :=
      squeeze_zero (fun k => (mcweeny_iterate_le hy0 hy.le k).1)
        (fun k => (mcweeny_iterate_le hy0 hy.le k).2.2) hgeo
    have hc : Continuous occEntropy := by
      rw [occEntropy_eq_binEntropy]
      exact Real.binEntropy_continuous
    have hz : occEntropy 0 = 0 := by simp [occEntropy]
    have h := (hc.tendsto 0).comp hlim
    rw [hz] at h
    exact h
  constructor
  · -- half filling is a fixed point with positive entropy
    intro h hhalf
    have hfix : mcweeny x = x := by rw [hhalf]; norm_num [mcweeny]
    simp only [Function.iterate_fixed hfix] at h
    have hzero : occEntropy x = 0 := tendsto_nhds_unique tendsto_const_nhds h
    have hpos : 0 < occEntropy x := by
      rw [occEntropy_eq_binEntropy]
      exact Real.binEntropy_pos (by linarith) (by linarith)
    linarith
  · intro hne
    rcases lt_or_gt_of_ne hne with h | h
    · exact key x hx.1 h
    · have hk := key (1 - x) (by linarith [hx.2]) (by linarith)
      simpa only [mcweeny_iterate_one_sub, occEntropy_one_sub] using hk

end McWeenyEntropy
```

```lean
#print axioms McWeenyEntropy.occEntropy_mcweeny_le
#print axioms McWeenyEntropy.total_entropy_mcweeny_le
#print axioms McWeenyEntropy.entropy_tendsto_zero_iff
```

```
'McWeenyEntropy.occEntropy_mcweeny_le' depends on axioms: [propext, Classical.choice, Quot.sound]
'McWeenyEntropy.total_entropy_mcweeny_le' depends on axioms: [propext, Classical.choice, Quot.sound]
'McWeenyEntropy.entropy_tendsto_zero_iff' depends on axioms: [propext, Classical.choice, Quot.sound]
```

## How Lean obtains the one-step inequality

The lemma `occEntropy_eq_binEntropy` identifies the entropy with Mathlib's binary entropy, which also uses the natural logarithm. Three known properties then become available: strict increase on [0,1/2], continuity, and positivity strictly between 0 and 1. The first takes the place of the derivative computed above.

The two symmetries are `occEntropy_one_sub` and `mcweeny_iterate_one_sub`. The second is proved directly for any number of steps, by induction on k, with `ring` checking the polynomial identity f(1 − x) = 1 − f(x). Its case k = 1 serves the single step.

In `occEntropy_mcweeny_lt`, the auxiliary statement `key` treats occupations below 1/2. Its parts `hpos` and `hlt` are the two factorisations of the derivation: `ring` confirms each identity, and the sign follows from the signs of the factors. `Real.binEntropy_strictMonoOn` turns the lower occupation into a lower entropy. For x above 1/2, `key` is applied to 1 − x, and the symmetries rewrite the result as a statement about x.

The theorem `occEntropy_mcweeny_le` separates the three exceptional occupations from the rest. For the exceptional ones, `norm_num` evaluates the map and finds a fixed point. For all others the strict inequality holds, which gives the weak one and excludes equality.

For several levels, `Finset.sum_le_sum` adds the inequalities. `Finset.sum_eq_sum_iff_of_le` supplies the argument about nonnegative differences: when every term on one side is at most its partner on the other, the sums agree exactly when all the terms agree.

## How Lean obtains the limit

The lemma `mcweeny_iterate_le` carries the three bounds of the induction together: nonnegative, at most x, and at most q(x)ᵏ x. The bound by x is needed along the way, because it is what allows q(xₖ) to be replaced by q(x). After the induction hypothesis is unpacked, the current occupation is renamed `y`. The facts `hq1` and `hqy` are q(x) ≤ 1 and q(y) ≤ q(x); in both, `nlinarith` is handed the product that appears in the corresponding factorisation. The closing `calc` block is the chain of inequalities for xₖ₊₁.

In `entropy_tendsto_zero_iff`, a second `key` handles starting occupations below 1/2. The powers of q(x) tend to zero, `squeeze_zero` traps the occupation between 0 and the geometric bound, and continuity carries the limit over to the entropy. Starting occupations above 1/2 are again replaced by their holes.

The converse assumes that the entropy tends to zero and that x = 1/2. The sequence of entropies is then constant, so by uniqueness of limits its value would have to be 0. This contradicts `Real.binEntropy_pos`; the proof needs only that the entropy at 1/2 is positive, not its value ln 2.
